# Coupled-Perturbed Hartree–Fock Equations from a Differentiable Self-Consistent Density

A molecule sits in a weak static electric field. Its electrons shift, the shifted charge changes the mean field, and the changed mean field shifts the electrons again. I know that the first-order response solves a linear system for amplitudes U_ai between occupied orbitals i and virtual orbitals a. But I can rotate the occupied orbitals among themselves at every field strength without changing the state, so their derivatives are ambiguous. What exactly is U_ai, and why do two interaction terms couple it to the other amplitudes?

## The response is a block of the density derivative

Take U from the density matrix, which such rotations leave unchanged. Let t be the field strength, m the perturbation matrix and D(t) the density, with the Fock matrix

F(t) = h + t m + G(D(t)), G(D)_pq = Σ_rs g_prqs D_sr.

Here h is the one-electron matrix. For Hartree–Fock in spin orbitals, g_prqs = ⟨pr|qs⟩ − ⟨pr|sq⟩, a direct minus an exchange Coulomb integral; the derivation below works for any real g. Near t = 0, D is symmetric, idempotent and commutes with F. At t = 0 it is differentiable, D(0) = P projects onto the occupied orbitals, and F(0) = diag(e), with orbital energies e. Write D' and F' for the derivatives at zero, and set U_ai = D'_ai.

Differentiating D² = D gives

D' = D'P + PD'.

The occupied-occupied entries read D'_ij = 2D'_ij, and the virtual-virtual entries read D'_ab = 0, so both blocks vanish. Symmetry of D gives D'_ia = U_ai.

Differentiating FD = DF gives

F'P + diag(e) D' = D' diag(e) + PF'.

Its (a,i) entry is

F'_ai + (e_a − e_i) U_ai = 0, with F' = m + G(D').

In G(D')_ai = Σ_rs g_aris D'_sr, only two kinds of term survive: r = j, s = b gives g_ajib U_bj, and r = b, s = j gives g_abij D'_jb = g_abij U_bj. These are your two couplings, one from each off-diagonal block of D':

(e_a − e_i) U_ai + Σ_bj (g_ajib + g_abij) U_bj = −m_ai.

For a symmetric observable A, the same two blocks contribute equally to the trace:

tr(A D') = 2 Σ_ai A_ai U_ai.

In a polarizability calculation in real spin orbitals, m is minus the dipole matrix μ along the field. One solves for U, typically iteratively, building the mean field of a trial response density at each step; 2 Σ_ai μ_ai U_ai is then the static Hartree–Fock polarizability along that direction in the chosen finite basis.

## What is assumed and what follows

In Lean 4 with Mathlib:

```lean
import Mathlib

open Matrix Topology
open Sum (inl inr)

namespace CoupledPerturbedHartreeFock

noncomputable section

variable {n o v : Type*} [Fintype n] [Fintype o] [Fintype v] [DecidableEq o] [DecidableEq v]

/-- The mean field `G(D)_pq = ∑ g_prqs D_sr` of a density matrix `D`. -/
def meanField (g : n → n → n → n → ℝ) (D : Matrix n n ℝ) : Matrix n n ℝ :=
  Matrix.of fun p q => ∑ r, ∑ s, g p r q s * D s r

/-- The Fock matrix `h + t m + G(D)` in a perturbation `m` of strength `t`. -/
def fock (h m : Matrix n n ℝ) (g : n → n → n → n → ℝ) (t : ℝ) (D : Matrix n n ℝ) :
    Matrix n n ℝ :=
  h + t • m + meanField g D

/-- The projector onto the occupied orbitals `o` among all orbitals `o ⊕ v`. -/
def occ : Matrix (o ⊕ v) (o ⊕ v) ℝ :=
  Matrix.diagonal (Sum.elim (fun _ => 1) (fun _ => 0))

/-- `D t` is a self-consistent density for field strengths `t` near zero, with derivative `D'` at
zero; the unperturbed orbitals are canonical with energies `e`. -/
structure SCFPath (h m : Matrix (o ⊕ v) (o ⊕ v) ℝ)
    (g : o ⊕ v → o ⊕ v → o ⊕ v → o ⊕ v → ℝ) (e : o ⊕ v → ℝ)
    (D : ℝ → Matrix (o ⊕ v) (o ⊕ v) ℝ) (D' : Matrix (o ⊕ v) (o ⊕ v) ℝ) : Prop where
  deriv : ∀ p q, HasDerivAt (fun t => D t p q) (D' p q) 0
  symm : ∀ᶠ t in 𝓝 (0 : ℝ), (D t)ᵀ = D t
  idem : ∀ᶠ t in 𝓝 (0 : ℝ), D t * D t = D t
  comm : ∀ᶠ t in 𝓝 (0 : ℝ), fock h m g t (D t) * D t = D t * fock h m g t (D t)
  start : D 0 = occ
  canonical : fock h m g 0 (D 0) = Matrix.diagonal e

/-- The virtual-occupied block `U_ai` of a density response. -/
def amplitude (D' : Matrix (o ⊕ v) (o ⊕ v) ℝ) (a : v) (i : o) : ℝ := D' (inr a) (inl i)

/-- The response operator
`(e_a - e_i) X_ai + ∑ (g_ajib + g_abij) X_bj` acting on amplitudes `X`. -/
def responseOp (g : o ⊕ v → o ⊕ v → o ⊕ v → o ⊕ v → ℝ) (e : o ⊕ v → ℝ)
    (X : v → o → ℝ) (a : v) (i : o) : ℝ :=
  (e (inr a) - e (inl i)) * X a i + ∑ b, ∑ j,
    (g (inr a) (inl j) (inl i) (inr b) + g (inr a) (inr b) (inl i) (inl j)) * X b j

/-- The product rule for matrices, entry by entry. -/
theorem hasDerivAt_mul_entry {A B : ℝ → Matrix n n ℝ} {A' B' : Matrix n n ℝ}
    (hA : ∀ p q, HasDerivAt (fun t => A t p q) (A' p q) 0)
    (hB : ∀ p q, HasDerivAt (fun t => B t p q) (B' p q) 0) (p q : n) :
    HasDerivAt (fun t => (A t * B t) p q) ((A' * B 0 + A 0 * B') p q) 0 := by
  simp only [Matrix.mul_apply, Matrix.add_apply, ← Finset.sum_add_distrib]
  exact HasDerivAt.fun_sum fun k _ => (hA p k).fun_mul (hB k q)

variable {h m : Matrix (o ⊕ v) (o ⊕ v) ℝ} {g : o ⊕ v → o ⊕ v → o ⊕ v → o ⊕ v → ℝ}
  {e : o ⊕ v → ℝ} {D : ℝ → Matrix (o ⊕ v) (o ⊕ v) ℝ} {D' : Matrix (o ⊕ v) (o ⊕ v) ℝ}

/-- The density response of a self-consistent path has no occupied-occupied and no
virtual-virtual part, and its two remaining blocks are transposes of each other. -/
theorem response_blocks (S : SCFPath h m g e D D') :
    (∀ i j, D' (inl i) (inl j) = 0) ∧ (∀ a b, D' (inr a) (inr b) = 0) ∧
      ∀ i a, D' (inl i) (inr a) = D' (inr a) (inl i) := by
  -- differentiate `D * D = D`
  have key : ∀ p q, D' p q =
      (D' * (occ : Matrix (o ⊕ v) (o ⊕ v) ℝ) + (occ : Matrix (o ⊕ v) (o ⊕ v) ℝ) * D' :
        Matrix (o ⊕ v) (o ⊕ v) ℝ) p q := fun p q => by
    have h1 := (hasDerivAt_mul_entry S.deriv S.deriv p q).congr_of_eventuallyEq
      (S.idem.mono fun t ht => (congrFun (congrFun ht p) q).symm)
    rw [S.start] at h1
    exact (S.deriv p q).unique h1
  simp only [occ, Matrix.add_apply, Matrix.mul_diagonal, Matrix.diagonal_mul] at key
  refine ⟨fun i j => ?_, fun a b => ?_, fun i a => ?_⟩
  · have := key (inl i) (inl j)
    simp only [Sum.elim_inl] at this
    linarith
  · have := key (inr a) (inr b)
    simp only [Sum.elim_inr] at this
    linarith
  · exact (S.deriv _ _).unique ((S.deriv _ _).congr_of_eventuallyEq
      (S.symm.mono fun t ht => congrFun (congrFun ht.symm (inl i)) (inr a)))

/-- Coupled-perturbed Hartree-Fock equations: the amplitudes `U_ai` of the density response solve
`(e_a - e_i) U_ai + ∑ (g_ajib + g_abij) U_bj = -m_ai`. -/
theorem cphf_equation (S : SCFPath h m g e D D') (a : v) (i : o) :
    responseOp g e (amplitude D') a i = -m (inr a) (inl i) := by
  obtain ⟨hoo, hvv, hov⟩ := response_blocks S
  have hF : ∀ p q, HasDerivAt (fun t => fock h m g t (D t) p q)
      ((m + meanField g D') p q) 0 := fun p q => by
    have h1 := (((hasDerivAt_id' (0 : ℝ)).mul_const (m p q)).const_add (h p q)).congr_deriv
      (one_mul _)
    have h2 : HasDerivAt (fun t => ∑ r, ∑ s, g p r q s * D t s r)
        (∑ r, ∑ s, g p r q s * D' s r) 0 :=
      HasDerivAt.fun_sum fun r _ => HasDerivAt.fun_sum fun s _ => (S.deriv s r).const_mul _
    exact h1.fun_add h2
  -- differentiate `F * D = D * F` and read off the virtual-occupied entry
  have h3 := (hasDerivAt_mul_entry hF S.deriv (inr a) (inl i)).unique
    ((hasDerivAt_mul_entry S.deriv hF (inr a) (inl i)).congr_of_eventuallyEq
      (S.comm.mono fun t ht => congrFun (congrFun ht (inr a)) (inl i)))
  rw [S.canonical, S.start] at h3
  simp only [occ, Matrix.add_apply, Matrix.mul_diagonal, Matrix.diagonal_mul,
    Sum.elim_inl, Sum.elim_inr] at h3
  -- the induced mean field couples the amplitudes
  have h4 : meanField g D' (inr a) (inl i) = ∑ b, ∑ j,
      (g (inr a) (inl j) (inl i) (inr b) + g (inr a) (inr b) (inl i) (inl j))
        * D' (inr b) (inl j) := by
    simp only [meanField, Matrix.of_apply, Fintype.sum_sum_type, hoo, hvv, hov, mul_zero,
      Finset.sum_const_zero, zero_add, add_zero, add_mul, Finset.sum_add_distrib]
    have hs : ∑ j : o, ∑ b : v, g (inr a) (inl j) (inl i) (inr b) * D' (inr b) (inl j)
        = ∑ b : v, ∑ j : o, g (inr a) (inl j) (inl i) (inr b) * D' (inr b) (inl j) :=
      Finset.sum_comm
    linarith
  simp only [responseOp, amplitude]
  rw [← h4]
  linarith

/-- The first-order change of a symmetric one-electron observable `A` is
`tr(A D') = 2 ∑ A_ai U_ai`. -/
theorem trace_response (S : SCFPath h m g e D D') {A : Matrix (o ⊕ v) (o ⊕ v) ℝ}
    (hA : A.IsSymm) :
    (A * D').trace = 2 * ∑ a, ∑ i, A (inr a) (inl i) * amplitude D' a i := by
  obtain ⟨hoo, hvv, hov⟩ := response_blocks S
  have hA' : ∀ i a, A (inl i) (inr a) = A (inr a) (inl i) := fun i a => hA.apply _ _
  simp only [Matrix.trace, Matrix.diag_apply, Matrix.mul_apply, Fintype.sum_sum_type, hoo, hvv,
    hov, hA', mul_zero, Finset.sum_const_zero, zero_add, add_zero, amplitude]
  rw [two_mul, add_left_inj]
  exact Finset.sum_comm

omit [DecidableEq o] [DecidableEq v] in
/-- The response operator is symmetric if `g` is unchanged by exchange of the two particles and
by exchange of bra and ket. -/
theorem responseOp_symm (hp : ∀ p q r s, g p q r s = g q p s r)
    (hb : ∀ p q r s, g p q r s = g r s p q) (X Y : v → o → ℝ) :
    ∑ a, ∑ i, Y a i * responseOp g e X a i = ∑ a, ∑ i, X a i * responseOp g e Y a i := by
  have swap (f : v → o → v → o → ℝ) :
      ∑ a, ∑ i, ∑ b, ∑ j, f a i b j = ∑ a, ∑ i, ∑ b, ∑ j, f b j a i := by
    have h1 := Finset.sum_comm (s := (Finset.univ : Finset (v × o)))
      (t := (Finset.univ : Finset (v × o))) (f := fun x y => f x.1 x.2 y.1 y.2)
    simpa only [Fintype.sum_prod_type] using h1
  simp only [responseOp, mul_add, Finset.mul_sum, Finset.sum_add_distrib]
  refine congrArg₂ (· + ·) ?_ ?_
  · exact Finset.sum_congr rfl fun a _ => Finset.sum_congr rfl fun i _ => by ring
  · refine (swap _).trans ?_
    refine Finset.sum_congr rfl fun a _ => Finset.sum_congr rfl fun i _ =>
      Finset.sum_congr rfl fun b _ => Finset.sum_congr rfl fun j _ => ?_
    rw [hb (inr b) (inl i), hp (inl j) (inr a), hp (inr b) (inr a)]
    ring

/-- Reciprocity: for `g` with particle-exchange and bra-ket symmetry, the response of `m` to the
perturbation `k` equals the response of `k` to `m`, for symmetric `m` and `k`. -/
theorem reciprocity {k : Matrix (o ⊕ v) (o ⊕ v) ℝ} {C : ℝ → Matrix (o ⊕ v) (o ⊕ v) ℝ}
    {C' : Matrix (o ⊕ v) (o ⊕ v) ℝ} (S : SCFPath h m g e D D') (T : SCFPath h k g e C C')
    (hm : m.IsSymm) (hk : k.IsSymm) (hp : ∀ p q r s, g p q r s = g q p s r)
    (hb : ∀ p q r s, g p q r s = g r s p q) : (m * C').trace = (k * D').trace := by
  have h1 := responseOp_symm (e := e) hp hb (amplitude D') (amplitude C')
  simp only [cphf_equation S, cphf_equation T, mul_neg, Finset.sum_neg_distrib] at h1
  rw [trace_response T hm, trace_response S hk]
  simp only [mul_comm (m _ _), mul_comm (k _ _)]
  linarith

/-- If the quadratic form of the response operator is positive, any solution `X` of the
coupled-perturbed equations is the block `U` of the density response. -/
theorem solution_eq_response (S : SCFPath h m g e D D')
    (hpos : ∀ Y : v → o → ℝ, Y ≠ 0 → 0 < ∑ a, ∑ i, Y a i * responseOp g e Y a i)
    (X : v → o → ℝ) (hX : ∀ a i, responseOp g e X a i = -m (inr a) (inl i)) :
    X = amplitude D' := by
  by_contra hne
  have h1 := hpos (X - amplitude D') (sub_ne_zero.mpr hne)
  have hz : ∀ a i, responseOp g e (X - amplitude D') a i = 0 := fun a i => by
    have hl : responseOp g e (X - amplitude D') a i
        = responseOp g e X a i - responseOp g e (amplitude D') a i := by
      simp only [responseOp, Pi.sub_apply, mul_sub, Finset.sum_sub_distrib]
      ring
    rw [hl, hX, cphf_equation S, sub_self]
  simp only [hz, mul_zero, Finset.sum_const_zero, lt_self_iff_false] at h1

/-- Two levels at energies `-1` and `1`. -/
def levels : Matrix (Unit ⊕ Unit) (Unit ⊕ Unit) ℝ :=
  Matrix.diagonal (Sum.elim (fun _ => -1) (fun _ => 1))

/-- The perturbation that mixes the two levels. -/
def mixing : Matrix (Unit ⊕ Unit) (Unit ⊕ Unit) ℝ := Matrix.fromBlocks 0 1 1 0

/-- An exchange interaction, `g_prqs = -1` for `p = s`, `r = q` and zero otherwise. -/
def exchange (p r q s : Unit ⊕ Unit) : ℝ := if p = s ∧ r = q then -1 else 0

/-- The density `(1 - (levels + t mixing) / √(1 + t²)) / 2`. -/
def density (t : ℝ) : Matrix (Unit ⊕ Unit) (Unit ⊕ Unit) ℝ :=
  (1 / 2 : ℝ) • (1 - (√(1 + t ^ 2))⁻¹ • (levels + t • mixing))

/-- The two-level system with exchange has the self-consistent path `density`, with response
`-mixing / 2` and orbital energies `-2` and `1`. -/
theorem scfPath_witness : SCFPath levels mixing exchange
    (Sum.elim (fun _ => -2) (fun _ => 1)) density (-(1 / 2 : ℝ) • mixing) := by
  have hF : ∀ t M, fock levels mixing exchange t M = levels + t • mixing + -M := fun t M => by
    have hG : meanField exchange M = -M := by
      ext (⟨⟩ | ⟨⟩) (⟨⟩ | ⟨⟩) <;> simp [meanField, exchange, Fintype.sum_sum_type]
    rw [fock, hG]
  refine ⟨fun p q => ?_, .of_forall fun t => ?_, .of_forall fun t => ?_,
    .of_forall fun t => ?_, ?_, ?_⟩
  · have hw : HasDerivAt (fun t : ℝ => 1 + t ^ 2) 0 0 :=
      ((hasDerivAt_pow 2 (0 : ℝ)).const_add 1).congr_deriv (by norm_num)
    have hc : HasDerivAt (fun t : ℝ => (√(1 + t ^ 2))⁻¹) 0 0 :=
      ((hw.sqrt (by norm_num)).inv (by norm_num)).congr_deriv (by simp)
    have hl := ((hasDerivAt_id' (0 : ℝ)).mul_const (mixing p q)).const_add (levels p q)
    have h1 := ((hc.fun_mul hl).const_sub ((1 : Matrix (Unit ⊕ Unit) (Unit ⊕ Unit) ℝ) p q)).const_mul
      (1 / 2 : ℝ)
    exact h1.congr_deriv (by simp)
  · ext (⟨⟩ | ⟨⟩) (⟨⟩ | ⟨⟩) <;> simp [density, levels, mixing]
  · -- the square of the two-level Hamiltonian is `1 + t²`
    have hK : (levels + t • mixing) * (levels + t • mixing) = (1 + t ^ 2) • 1 := by
      ext (⟨⟩ | ⟨⟩) (⟨⟩ | ⟨⟩) <;>
        simp [levels, mixing, Matrix.mul_apply, Fintype.sum_sum_type] <;> ring
    have hc : (√(1 + t ^ 2))⁻¹ ^ 2 * (1 + t ^ 2) = 1 := by
      rw [inv_pow, Real.sq_sqrt (by positivity)]
      exact inv_mul_cancel₀ (by positivity)
    unfold density
    generalize levels + t • mixing = K at hK ⊢
    generalize (√(1 + t ^ 2))⁻¹ = c at hc ⊢
    have h1 : ((1 / 2 : ℝ) • (1 - c • K)) * ((1 / 2 : ℝ) • (1 - c • K))
        = (1 / 4 : ℝ) • (1 - (2 * c) • K + c ^ 2 • (K * K)) := by
      simp only [Matrix.smul_mul, Matrix.mul_smul, sub_mul, mul_sub, one_mul, mul_one]
      module
    rw [h1, hK, smul_smul, hc]
    module
  · have hc : (levels + t • mixing) * density t = density t * (levels + t • mixing) := by
      simp only [density, Matrix.smul_mul, Matrix.mul_smul, sub_mul, mul_sub, one_mul, mul_one]
    rw [hF, add_mul _ (-density t), mul_add _ _ (-density t), neg_mul, mul_neg, hc]
  · ext (⟨⟩ | ⟨⟩) (⟨⟩ | ⟨⟩) <;> simp [density, levels, mixing, occ]
    norm_num
  · rw [hF]
    ext (⟨⟩ | ⟨⟩) (⟨⟩ | ⟨⟩) <;> simp [density, levels, mixing]
    norm_num

end

end CoupledPerturbedHartreeFock
```

```lean
#print axioms CoupledPerturbedHartreeFock.cphf_equation
-- 'CoupledPerturbedHartreeFock.cphf_equation' depends on axioms: [propext, Classical.choice, Quot.sound]
#print axioms CoupledPerturbedHartreeFock.reciprocity
-- 'CoupledPerturbedHartreeFock.reciprocity' depends on axioms: [propext, Classical.choice, Quot.sound]
#print axioms CoupledPerturbedHartreeFock.solution_eq_response
-- 'CoupledPerturbedHartreeFock.solution_eq_response' depends on axioms: [propext, Classical.choice, Quot.sound]
```

The type `o ⊕ v` lists occupied and virtual orbitals, tagged `inl` and `inr`. `SCFPath` collects the assumptions above; `∀ᶠ t in 𝓝 0` means "for all t close enough to zero". The existence of a differentiable path is assumed, not derived. The orbital basis is finite, real, orthonormal and independent of t, so basis functions that move with nuclei are excluded, as are time-dependent fields.

`cphf_equation` and `trace_response` are the two displayed results. `reciprocity` says that two symmetric perturbations m and k of the same system have equal cross-responses, provided g is unchanged by exchanging the particles and by exchanging bra and ket. `solution_eq_response` says that a solution of the linear equations is the true response if the response operator has a positive quadratic form. With those symmetries of g, positivity means that the energy rises to second order under every real occupied-virtual rotation.

## From the product rule to the linear system

`hasDerivAt_mul_entry` is the matrix product rule. `response_blocks` applies it to D² = D, using that functions equal near zero have the same derivative there. In `cphf_equation`, `hF` computes F', `h3` is the (a,i) entry of the differentiated commutator, and `h4` expands the induced mean field. `trace_response` sums over the blocks.

`responseOp_symm` swaps the pairs (a,i) and (b,j); inserting the two responses yields reciprocity. For uniqueness, the difference of two solutions is sent to zero by the response operator, which positivity forbids unless the difference vanishes.

`scfPath_witness` supplies an explicit path: levels −1 and 1, mixed by a unit off-diagonal perturbation, with G(D) = −D. This toy model keeps only an exchange term; the matching direct term, tr(D) times the identity, would raise both orbital energies by 1 and leave U unchanged. Idempotency follows from (`levels + t • mixing`)² = (1 + t²) 1. The orbital energies are −2 and 1, and the equation becomes (3 − 1)U = −1, so U = −1/2. Ignoring the induced field would give −1/3.
